# The virial of the Coulomb forces on finitely many distinct point charges equals their energy

Let charges $q_i$ sit at pairwise distinct points $x_i$ of a real inner-product space, with $i$ running over a finite set of labels. In units where the Coulomb constant is 1, their energy and the force on charge $i$ are

$$U(x)=\frac12\sum_i\sum_{j\ne i}\frac{q_iq_j}{\|x_i-x_j\|},\qquad F_i=\sum_{j\neq i}\frac{q_iq_j}{\|x_i-x_j\|^3}\,(x_i-x_j).$$

These forces are minus the gradient of $U$, and

$$\sum_i\langle x_i,F_i\rangle=U(x).$$

This is an identity for a single configuration, with no kinetic energy and no time average. The virial theorem of mechanics states that $2\langle T\rangle=-\langle\sum_i\langle x_i,F_i\rangle\rangle$ for motion with bounded positions and velocities, where $T$ is the kinetic energy, the outer brackets are time averages in the limit of long times and the $F_i$ must be the total forces; if only the Coulomb forces act, the identity turns the right-hand side into $-\langle U\rangle$. The virial theorem for atoms and molecules uses the same property of the Coulomb potential, which is treated here only for finitely many classical point charges at given positions.

## From pair forces to pair energy

Under a dilation by $s>0$ every distance is multiplied by $s$, so $U(sx)=U(x)/s$: the energy is homogeneous of degree $-1$. Euler's theorem on homogeneous functions then suggests the result. Differentiating at $s=1$ gives $-U$ on one side and, if the forces are minus the gradient, $-\sum_i\langle x_i,F_i\rangle$ on the other. The derivation below reaches the same identity directly from the pair forces.

Give each charge a displacement $v_i$. With the forces held at their values in the configuration $x$, the work is

$$W=\sum_i\langle v_i,F_i\rangle=\sum_i\sum_{j\ne i}\frac{q_iq_j}{\|x_i-x_j\|^3}\langle v_i,x_i-x_j\rangle .$$

Exchanging the names $i$ and $j$ leaves the double sum unchanged, but its terms now read

$$\frac{q_iq_j}{\|x_i-x_j\|^3}\langle v_j,x_j-x_i\rangle=-\frac{q_iq_j}{\|x_i-x_j\|^3}\langle v_j,x_i-x_j\rangle .$$

The average of the two expressions is

$$W=\frac12\sum_i\sum_{j\ne i}\frac{q_iq_j}{\|x_i-x_j\|^3}\langle v_i-v_j,x_i-x_j\rangle. \tag{1}$$

Only relative displacements remain.

To compare this with the change in energy, take one pair with separation $d\neq0$, relative displacement $w$ and charge product $k$. From

$$\|d+tw\|^2=\|d\|^2+2t\langle d,w\rangle+t^2\|w\|^2$$

the squared distance has derivative $2\langle d,w\rangle$ at $t=0$. The distance itself therefore has derivative $\langle d,w\rangle/\|d\|$, and

$$\left.\frac{d}{dt}\frac{k}{\|d+tw\|}\right|_{t=0}=-\frac{k}{\|d\|^2}\,\frac{\langle d,w\rangle}{\|d\|}=-\frac{k}{\|d\|^3}\langle w,d\rangle. \tag{2}$$

Set $d=x_i-x_j$, $w=v_i-v_j$ and $k=q_iq_j$, sum over ordered pairs and multiply by one half. By (1) the result is $-W$, so

$$\left.\frac{d}{dt}U(x+tv)\right|_{t=0}=-\sum_i\langle v_i,F_i\rangle .$$

Finally, put $v_i=x_i$ in (1). The inner product becomes $\|x_i-x_j\|^2$, which cancels two of the three powers in the denominator:

$$\sum_i\langle x_i,F_i\rangle=\frac12\sum_i\sum_{j\ne i}\frac{q_iq_j}{\|x_i-x_j\|}=U(x).$$

## Charges, energy and force in Lean

```lean
import Mathlib

open Finset
open scoped InnerProductSpace

namespace CoulombVirial

noncomputable section

variable {ι V : Type*} [Fintype ι] [DecidableEq ι]
  [NormedAddCommGroup V] [InnerProductSpace ℝ V]
```

The type `ι` holds the labels of the charges and `V` is the space in which they sit. Ordinary space is one instance, but `V` may have any dimension, including infinite dimension. The interaction stays $1/r$ in all of them.

```lean
/-- The Coulomb energy of charges `q i` at pairwise distinct points `x i`, each pair counted
once (half the sum over ordered pairs). -/
def coulombEnergy (q : ι → ℝ) (x : ι → V) : ℝ :=
  1 / 2 * ∑ i, ∑ j ∈ univ.erase i, q i * q j / ‖x i - x j‖
```

The functions `q` and `x` assign a charge and a position to each label. The inner sum runs over `univ.erase i`, all labels except `i`, which removes the self-energy. The factor `1 / 2` compensates for meeting each pair twice.

```lean
/-- The Coulomb force on charge `i` from all the other charges, for pairwise distinct
points `x i`. -/
def coulombForce (q : ι → ℝ) (x : ι → V) (i : ι) : V :=
  ∑ j ∈ univ.erase i, (q i * q j / ‖x i - x j‖ ^ 3) • (x i - x j)
```

The force is defined by its explicit Coulomb sum, not as a derivative of the energy, so the relation between the two has to be proved. The symbol `•` multiplies a vector by a number. In SI units both definitions would carry the factor $1/(4\pi\varepsilon_0)$, which sets the strength of the electrostatic interaction and multiplies both sides of the virial identity alike.

```lean
/-- The Coulomb energy is homogeneous of degree -1: dilating all positions by `s > 0`
divides the energy by `s`. -/
theorem energy_scaling (q : ι → ℝ) (x : ι → V) {s : ℝ} (hs : 0 < s) :
    s * coulombEnergy q (fun i => s • x i) = coulombEnergy q x := by
  simp only [coulombEnergy]
  rw [mul_left_comm, Finset.mul_sum]
  congr 1
  refine Finset.sum_congr rfl fun i _ => ?_
  rw [Finset.mul_sum]
  refine Finset.sum_congr rfl fun j _ => ?_
  -- every distance is multiplied by s
  rw [← smul_sub, norm_smul, Real.norm_of_nonneg hs.le, ← mul_div_assoc,
    mul_div_mul_left _ _ hs.ne']
```

This is the scaling law in the form $s\,U(sx)=U(x)$. The proof moves the factor $s$ inside both sums. There `norm_smul` extracts $s$ from each distance, and `mul_div_mul_left` cancels it. The later proofs do not use this theorem, since they follow the direct route through (1).

## Relative displacements and the gradient

```lean
/-- The work of the Coulomb forces along displacements `v i` is a sum over pairs that contains
only the relative displacements `v i - v j`. -/
theorem work_eq_pair_sum (q : ι → ℝ) (x v : ι → V) :
    ∑ i, ⟪v i, coulombForce q x i⟫_ℝ =
      1 / 2 * ∑ i, ∑ j ∈ univ.erase i,
        q i * q j / ‖x i - x j‖ ^ 3 * ⟪v i - v j, x i - x j⟫_ℝ := by
  have hF : ∑ i, ⟪v i, coulombForce q x i⟫_ℝ =
      ∑ i, ∑ j, q i * q j / ‖x i - x j‖ ^ 3 * ⟪v i, x i - x j⟫_ℝ := by
    refine Finset.sum_congr rfl fun i _ => ?_
    rw [coulombForce, Finset.sum_erase]
    swap
    · simp
    rw [inner_sum]
    refine Finset.sum_congr rfl fun j _ => ?_
    rw [real_inner_smul_right]
  -- exchange of the two labels
  have hC : ∑ i, ∑ j, q j * q i / ‖x j - x i‖ ^ 3 * ⟪v j, x j - x i⟫_ℝ =
      ∑ i, ∑ j, q i * q j / ‖x i - x j‖ ^ 3 * ⟪v i, x i - x j⟫_ℝ :=
    Finset.sum_comm
  have hR : ∑ i, ∑ j ∈ univ.erase i,
        q i * q j / ‖x i - x j‖ ^ 3 * ⟪v i - v j, x i - x j⟫_ℝ =
      ∑ i, ∑ j, q i * q j / ‖x i - x j‖ ^ 3 * ⟪v i, x i - x j⟫_ℝ +
      ∑ i, ∑ j, q j * q i / ‖x j - x i‖ ^ 3 * ⟪v j, x j - x i⟫_ℝ := by
    rw [← Finset.sum_add_distrib]
    refine Finset.sum_congr rfl fun i _ => ?_
    rw [Finset.sum_erase]
    swap
    · simp
    rw [← Finset.sum_add_distrib]
    refine Finset.sum_congr rfl fun j _ => ?_
    have h1 : ⟪v j, x j - x i⟫_ℝ = -⟪v j, x i - x j⟫_ℝ := by
      rw [← inner_neg_right, neg_sub]
    rw [norm_sub_rev (x j) (x i), h1, inner_sub_left]
    ring
  rw [hR, hC, hF]
  ring
```

This is equation (1), with `⟪a, b⟫_ℝ` denoting the real inner product. The step `hF` expands the forces and lets the inner sum run over all labels; the added diagonal terms contain $x_i-x_i=0$ and vanish. The step `hC` is the exchange of labels, for which `Finset.sum_comm` suffices because the full double sum has no excluded index. The step `hR` splits the sum with $v_i-v_j$ into the original sum and the exchanged one. These are equal, and the last `ring` takes half of their total.

```lean
/-- The rate of change of the pair energy `k / ‖d‖` when the nonzero separation `d` is
displaced along `w`. -/
theorem hasDerivAt_pair (k : ℝ) {d : V} (w : V) (hd : d ≠ 0) :
    HasDerivAt (fun t : ℝ => k / ‖d + t • w‖) (-(k / ‖d‖ ^ 3 * ⟪w, d⟫_ℝ)) 0 := by
  have h1 : HasDerivAt (fun t : ℝ => d + t • w) w 0 := by
    have h := ((hasDerivAt_id' (0 : ℝ)).smul_const w).const_add d
    rw [one_smul] at h
    exact h
  have h2 : HasDerivAt (fun t : ℝ => ‖d + t • w‖ ^ 2) (2 * ⟪d, w⟫_ℝ) 0 :=
    h1.norm_sq.congr_deriv (by simp)
  -- the distance is the square root of its square
  have h3 : HasDerivAt (fun t : ℝ => ‖d + t • w‖) (⟪d, w⟫_ℝ / ‖d‖) 0 := by
    have hs : ∀ y : V, √(‖y‖ ^ 2) = ‖y‖ := fun y => Real.sqrt_sq (norm_nonneg y)
    have h := h2.sqrt (by simpa using hd)
    simp only [hs, zero_smul, add_zero] at h
    exact h.congr_deriv (mul_div_mul_left _ _ two_ne_zero)
  refine ((hasDerivAt_const (0 : ℝ) k).fun_div h3 (by simpa using hd)).congr_deriv ?_
  simp only [zero_smul, add_zero, zero_mul, zero_sub]
  rw [real_inner_comm w d]
  ring
```

`HasDerivAt f a 0` says that `f` is differentiable at 0 with derivative `a`, so the lemma is equation (2). Its steps are those of the calculation by hand: `h1` differentiates the straight path $d+tw$, `h2` the squared distance, and `h3` the distance as the square root of its square. The quotient rule finishes the calculation. The hypothesis `hd` is used for the square root and again for the quotient, as neither rule applies at zero distance.

```lean
/-- For pairwise distinct points, the Coulomb forces are minus the gradient of the Coulomb
energy: along any displacements `v i` the energy changes at minus the rate of work. -/
theorem force_is_neg_gradient (q : ι → ℝ) {x : ι → V} (hx : Function.Injective x)
    (v : ι → V) :
    HasDerivAt (fun t : ℝ => coulombEnergy q (fun i => x i + t • v i))
      (-∑ i, ⟪v i, coulombForce q x i⟫_ℝ) 0 := by
  have hE : (fun t : ℝ => coulombEnergy q (fun i => x i + t • v i)) =
      fun t : ℝ => 1 / 2 * ∑ i, ∑ j ∈ univ.erase i,
        q i * q j / ‖(x i - x j) + t • (v i - v j)‖ := by
    funext t
    simp only [coulombEnergy]
    congr 1
    refine Finset.sum_congr rfl fun i _ => Finset.sum_congr rfl fun j _ => ?_
    have h : x i + t • v i - (x j + t • v j) = (x i - x j) + t • (v i - v j) := by module
    rw [h]
  have h : HasDerivAt (fun t : ℝ => 1 / 2 * ∑ i, ∑ j ∈ univ.erase i,
        q i * q j / ‖(x i - x j) + t • (v i - v j)‖)
      (1 / 2 * ∑ i, ∑ j ∈ univ.erase i,
        -(q i * q j / ‖x i - x j‖ ^ 3 * ⟪v i - v j, x i - x j⟫_ℝ)) 0 := by
    apply HasDerivAt.const_mul
    apply HasDerivAt.fun_sum
    intro i _
    apply HasDerivAt.fun_sum
    intro j hj
    exact hasDerivAt_pair (q i * q j) (v i - v j)
      (sub_ne_zero.mpr fun e => Finset.ne_of_mem_erase hj (hx e).symm)
  rw [hE, work_eq_pair_sum]
  refine h.congr_deriv ?_
  simp only [Finset.sum_neg_distrib, mul_neg]
```

The hypothesis `Function.Injective x` says that different labels have different positions. The displacement field `v` is arbitrary, so the charges may move in any collective way. The theorem gives the derivative along every straight line through the configuration, and this is the sense in which the forces are minus the gradient; differentiability of $U$ as a function of all positions jointly is a stronger property and is not stated.

In the proof, `hE` rewrites each separation along the path as $(x_i-x_j)+t(v_i-v_j)$. The step `h` then differentiates the finite double sum term by term with `hasDerivAt_pair`, where injectivity supplies the nonzero separation. Rewriting the work with `work_eq_pair_sum` leaves only a minus sign to be moved through the sums.

## The virial identity

```lean
/-- Coulomb virial theorem: for charges at pairwise distinct points, the Coulomb forces are
minus the gradient of the energy, and the virial sum of `⟪x i, F i⟫` equals the energy. -/
theorem coulomb_virial (q : ι → ℝ) {x : ι → V} (hx : Function.Injective x) :
    (∀ v : ι → V, HasDerivAt (fun t : ℝ => coulombEnergy q (fun i => x i + t • v i))
      (-∑ i, ⟪v i, coulombForce q x i⟫_ℝ) 0) ∧
    ∑ i, ⟪x i, coulombForce q x i⟫_ℝ = coulombEnergy q x := by
  refine ⟨force_is_neg_gradient q hx, ?_⟩
  -- displace every charge along its own position vector
  rw [work_eq_pair_sum, coulombEnergy]
  congr 1
  refine Finset.sum_congr rfl fun i _ => Finset.sum_congr rfl fun j hj => ?_
  have hn : ‖x i - x j‖ ≠ 0 :=
    norm_ne_zero_iff.mpr (sub_ne_zero.mpr fun e => Finset.ne_of_mem_erase hj (hx e).symm)
  rw [real_inner_self_eq_norm_sq]
  field_simp
```

The theorem joins the two statements for the same charges and positions. The first part is the preceding theorem. For the second, `work_eq_pair_sum` is applied with the positions as displacements, `real_inner_self_eq_norm_sq` turns the inner product into a squared distance, and `field_simp` cancels the powers.

In a space of dimension at least one, the gradient part fails for some displacements if two nonzero charges coincide. Place two unit charges at the origin of the real line and move only one of them, with displacement 1. For $t\neq0$ the energy is $1/|t|$, which is unbounded near $t=0$, so there is no derivative there. Coincidence with a zero charge does no harm, because such a pair has neither energy nor force. The virial identity alone would survive any coincidence in Lean, where division by zero gives zero and the offending pair drops out of both sides; it is the gradient part that gives the hypothesis its physical content.

## Energy and virial in a pair loop

A simulation code with pair interactions can visit each pair once, compute the separation $r_{ij}=x_i-x_j$ and the force $f_{ij}$ exerted on $i$ by $j$, and add to two running totals: the pair energy, and the virial contribution $\langle r_{ij},f_{ij}\rangle$. The second total is the right-hand side of (1) with $v=x$. For a finite cluster with the bare Coulomb interaction the two totals must agree up to rounding, already pair by pair.

Two unit charges at 0 and 2 on a line show the numbers. The energy is $1/2$, the force on the charge at 2 is $2/8=1/4$, and the virial sum is $0\cdot(-1/4)+2\cdot(1/4)=1/2$.

Made pair by pair, for nonzero charges and with correctly computed separations, the comparison with a correct pair energy detects a reversed force, and it detects a wrong power of the distance in the force unless the distance is 1. The totals alone can miss such errors, because contributions of different pairs may cancel. Neither comparison detects a wrong factor common to energy and force, or a spurious force component perpendicular to the separation. For a screened interaction $k\,e^{-\kappa r}/r$ with $\kappa>0$, the pair virial is $k(1+\kappa r)e^{-\kappa r}/r$, and the two totals differ in general.

## Equilibrium and the sign of the charges

If no charge feels a force, the virial sum is zero, and so is the energy. Charges of one sign have positive pair energies, so two or more of them cannot be in equilibrium under their mutual forces alone.

```lean
/-- Two or more nonzero charges of the same sign at pairwise distinct points are never in
equilibrium: at least one of them feels a nonzero Coulomb force. -/
theorem like_charges_no_equilibrium [Nontrivial ι] (q : ι → ℝ) {x : ι → V}
    (hx : Function.Injective x) (hq : ∀ i j, 0 < q i * q j) :
    ∃ i, coulombForce q x i ≠ 0 := by
  by_contra! h
  have hv := (coulomb_virial q hx).2
  simp only [h, inner_zero_right, Finset.sum_const_zero] at hv
  -- the virial vanishes, but the energy of like charges is positive
  have hpos : 0 < coulombEnergy q x := by
    unfold coulombEnergy
    refine mul_pos (by norm_num) (Finset.sum_pos (fun i _ => ?_) Finset.univ_nonempty)
    refine Finset.sum_pos (fun j hj => div_pos (hq i j) (norm_pos_iff.mpr
      (sub_ne_zero.mpr fun e => Finset.ne_of_mem_erase hj (hx e).symm))) ?_
    obtain ⟨j, hj⟩ := exists_ne i
    exact ⟨j, by simp [hj]⟩
  linarith
```

The condition `hq` includes the case `i = j`, which makes every charge nonzero; for different labels it makes the signs equal. `Nontrivial ι` provides at least two charges, and it is needed because a single charge feels no force. The proof assumes that all forces vanish and obtains zero energy from `coulomb_virial`. It then shows in `hpos` that the energy is positive: every term is positive, and each inner sum contains at least one term because `exists_ne i` finds a second label. The theorem says that some charge feels a force, without saying which one.

Requiring only that the charges be nonzero would not be enough, as three charges on a line show.

```lean
/-- Charges 1, -1/4, 1 at the points -1, 0, 1 of a line are in equilibrium: the Coulomb force
on each of them vanishes. -/
theorem mixed_charges_equilibrium (i : Fin 3) :
    coulombForce ![1, -1 / 4, 1] (![-1, 0, 1] : Fin 3 → ℝ) i = 0 := by
  rw [coulombForce, Finset.sum_erase]
  swap
  · simp
  -- the third entry of a vector with three components
  have h2 : ∀ a b c : ℝ, (![a, b, c] : Fin 3 → ℝ) 2 = c := fun _ _ _ => rfl
  fin_cases i <;> norm_num [Fin.sum_univ_three, Real.norm_eq_abs, h2]

end

end CoulombVirial
```

The labels are 0, 1 and 2. Charge 0, at $-1$, is pulled to the right by the middle charge with force $1/4$ and pushed to the left by charge 2 with force $2/8=1/4$. Charge 2 is in the mirror-image situation, and the two forces on the middle charge cancel by symmetry. The energy is $-\tfrac14-\tfrac14+\tfrac12=0$, as the virial identity requires. In the proof, `fin_cases i` separates the three charges and `norm_num` evaluates each force.

```lean
#print axioms CoulombVirial.energy_scaling
#print axioms CoulombVirial.coulomb_virial
#print axioms CoulombVirial.like_charges_no_equilibrium
#print axioms CoulombVirial.mixed_charges_equilibrium
```

```
'CoulombVirial.energy_scaling' depends on axioms: [propext, Classical.choice, Quot.sound]
'CoulombVirial.coulomb_virial' depends on axioms: [propext, Classical.choice, Quot.sound]
'CoulombVirial.like_charges_no_equilibrium' depends on axioms: [propext, Classical.choice, Quot.sound]
'CoulombVirial.mixed_charges_equilibrium' depends on axioms: [propext, Classical.choice, Quot.sound]
```
